# For fixed levels with a partly filled shell, Fermi-Dirac smearing gives (E+F)/2 an error linear in T, but not E

A metal with a smooth density of states is often computed at a finite smearing temperature $T$. The leading errors of its energy $E$ and free energy $F$ are then quadratic in $T$ and opposite, so $(E+F)/2$ is a good estimate of the zero-temperature energy. An open-shell atom in a spherical, spin-independent potential can instead have a degenerate level that stays partly filled as $T\to0$. Does the average still help?

Take finitely many fixed, non-interacting levels $e_i$, indexed by `ι`, with each spin-orbital counted separately. The open level has energy $\varepsilon$ and holds $k$ electrons at zero temperature, where $k$ is real and may be fractional.

In Lean 4 with Mathlib:

```lean
import Mathlib

open Filter Topology

namespace OpenShellSmearing

noncomputable section

variable {ι : Type*} [Fintype ι] {e : ι → ℝ} {ε k : ℝ}
```

With Boltzmann's constant set to one, the occupations are $f_i=f((e_i-\mu)/T)$, where $f(x)=1/(1+e^x)$ and $\mu$ is the chemical potential.

```lean
/-- The Fermi-Dirac function of the reduced energy `x`. -/
def fermi (x : ℝ) : ℝ := 1 / (1 + Real.exp x)

/-- Occupation of level `i` at chemical potential `μ` and temperature `T > 0`. -/
def occ (e : ι → ℝ) (μ T : ℝ) (i : ι) : ℝ := fermi ((e i - μ) / T)
```

The full lower levels have $c_i=1$ for $e_i<\varepsilon$ and $c_i=0$ otherwise. The degeneracy $d$ counts the levels with $e_i=\varepsilon$.

```lean
/-- Occupation by the full lower levels: one below the energy `ε`, zero elsewhere. -/
def core (e : ι → ℝ) (ε : ℝ) (i : ι) : ℝ := if e i < ε then 1 else 0

/-- The number of levels with energy `ε`. -/
def degeneracy (e : ι → ℝ) (ε : ℝ) : ℝ := ∑ i, if e i = ε then 1 else 0
```

For occupations $g_i$, let $E=\sum_i e_ig_i$, $s(x)=x\ln x+(1-x)\ln(1-x)$, $S=-\sum_i s(g_i)$ and $F=E-TS$.

```lean
/-- Band energy of the occupations `g`. -/
def energy (e g : ι → ℝ) : ℝ := ∑ i, e i * g i

/-- The function `x ln x + (1 - x) ln (1 - x)` on `[0, 1]`, with `0 ln 0 = 0`. -/
def mixing (x : ℝ) : ℝ := x * Real.log x + (1 - x) * Real.log (1 - x)

/-- Electronic entropy of the occupations `g`, in units of Boltzmann's constant. -/
def entropy (g : ι → ℝ) : ℝ := -∑ i, mixing (g i)

/-- Free energy `F = E - T S` of the occupations `g`. -/
def freeEnergy (e : ι → ℝ) (T : ℝ) (g : ι → ℝ) : ℝ := energy e g - T * entropy g
```

The reference energy is $E_0=\sum_i e_ic_i+k\varepsilon$.

```lean
/-- Energy of full levels below `ε` and `k` electrons in the level `ε`. -/
def groundEnergy (e : ι → ℝ) (ε k : ℝ) : ℝ := energy e (core e ε) + k * ε
```

## The open level drops out of the energy difference

Fixed electron number means $\sum_i(g_i-c_i)=k$. Hence
$$E-E_0=\sum_i e_i(g_i-c_i)-k\varepsilon=\sum_i(e_i-\varepsilon)(g_i-c_i).$$

```lean
/-- At equal electron number, the energy above `groundEnergy` is the sum of the occupation changes,
each weighted by the signed energy difference `e i - ε`. -/
theorem energy_sub_ground {g : ι → ℝ} (hg : ∑ i, g i = ∑ i, core e ε i + k) :
    energy e g - groundEnergy e ε k = ∑ i, (e i - ε) * (g i - core e ε i) := by
  have h : ∑ i, (e i - ε) * (g i - core e ε i) =
      ∑ i, e i * g i - ∑ i, e i * core e ε i - ε * (∑ i, g i - ∑ i, core e ε i) := by
    simp only [← Finset.sum_sub_distrib, Finset.mul_sum]
    exact Finset.sum_congr rfl fun i _ => by ring
  rw [h, hg]
  unfold groundEnergy energy
  ring
```

If $0\le g_i\le1$, both factors are nonpositive below $\varepsilon$ and the product is nonnegative elsewhere, so $E\ge E_0$. For $0<k<d$, placing $k/d$ in each open member attains $E_0$, which is therefore the zero-temperature energy.

```lean
/-- No occupations between zero and one with the same electron number have an energy below
`groundEnergy`. -/
theorem groundEnergy_le {g : ι → ℝ} (h0 : ∀ i, 0 ≤ g i) (h1 : ∀ i, g i ≤ 1)
    (hg : ∑ i, g i = ∑ i, core e ε i + k) : groundEnergy e ε k ≤ energy e g := by
  rw [← sub_nonneg, energy_sub_ground hg]
  refine Finset.sum_nonneg fun i _ => ?_
  unfold core
  split_ifs with h
  · exact mul_nonneg_of_nonpos_of_nonpos (by linarith) (by linarith [h1 i])
  · exact mul_nonneg (by linarith) (by linarith [h0 i])
```

## Electron number pins the chemical potential

From $f(x)(1+e^x)=1$ follow $0<f<1$, $f(x)\le e^{-x}$ and $1-f(x)=f(x)e^x\le e^x$.

```lean
/-- The Fermi function lies between zero and one and has exponential tails on both sides. -/
theorem fermi_bounds (x : ℝ) : 0 < fermi x ∧ fermi x < 1 ∧
    fermi x ≤ Real.exp (-x) ∧ 1 - fermi x ≤ Real.exp x := by
  have h := Real.exp_pos x
  have h0 : 0 < fermi x := by unfold fermi; positivity
  have hf : fermi x * (1 + Real.exp x) = 1 := one_div_mul_cancel (by positivity)
  have h1 : fermi x < 1 := by nlinarith [mul_pos h0 h]
  refine ⟨h0, h1, ?_, by nlinarith [mul_pos h (sub_pos.mpr h1)]⟩
  rw [Real.exp_neg, ← one_div]
  exact one_div_le_one_div_of_le h (by linarith)
```

Let $n$ be the number of levels. As $\mu$ runs over the real line, $\sum_i f_i$ goes continuously from $0$ to $n$. Since $0<\sum_i c_i+k<\sum_i c_i+d\le n$, the intermediate value theorem supplies a suitable $\mu$.

```lean
/-- For a partly filled level, every temperature `T > 0` has a chemical potential that gives
the prescribed electron number. -/
theorem exists_chemicalPotential {T : ℝ} (hT : 0 < T) (hk : 0 < k)
    (hkd : k < degeneracy e ε) : ∃ μ, ∑ i, occ e μ T i = ∑ i, core e ε i + k := by
  have hc : Continuous fun μ => ∑ i, occ e μ T i := by
    unfold occ fermi
    exact continuous_finsetSum _ fun i _ =>
      continuous_const.div (by fun_prop) (fun μ => by positivity)
  have f0 : Tendsto fermi atTop (𝓝 0) := squeeze_zero (fun x => (fermi_bounds x).1.le)
    (fun x => (fermi_bounds x).2.2.1) Real.tendsto_exp_neg_atTop_nhds_zero
  have f1 : Tendsto fermi atBot (𝓝 1) := by
    have h : Tendsto (fun x => 1 - fermi x) atBot (𝓝 0) :=
      squeeze_zero (fun x => by linarith [(fermi_bounds x).2.1])
        (fun x => (fermi_bounds x).2.2.2) Real.tendsto_exp_atBot
    simpa using h.const_sub 1
  -- all levels empty for very low, and fill for very high, chemical potential
  have l0 : Tendsto (fun μ => ∑ i, occ e μ T i) atBot (𝓝 (∑ _i : ι, (0 : ℝ))) := by
    refine tendsto_finsetSum _ fun i _ => f0.comp ?_
    simp only [sub_eq_add_neg]
    exact (tendsto_atTop_add_const_left _ (e i) tendsto_neg_atBot_atTop).atTop_div_const hT
  have l1 : Tendsto (fun μ => ∑ i, occ e μ T i) atTop (𝓝 (∑ _i : ι, (1 : ℝ))) := by
    refine tendsto_finsetSum _ fun i _ => f1.comp ?_
    simp only [sub_eq_add_neg]
    exact (tendsto_atBot_add_const_left _ (e i) tendsto_neg_atTop_atBot).atBot_div_const hT
  have n0 : ∑ _i : ι, (0 : ℝ) < ∑ i, core e ε i + k := by
    have : 0 ≤ ∑ i, core e ε i :=
      Finset.sum_nonneg fun i _ => by unfold core; split_ifs <;> norm_num
    rw [Finset.sum_const_zero]
    linarith
  have n1 : ∑ i, core e ε i + k < ∑ _i : ι, (1 : ℝ) := by
    have : ∑ i, core e ε i + degeneracy e ε ≤ ∑ _i : ι, (1 : ℝ) := by
      rw [degeneracy, ← Finset.sum_add_distrib]
      refine Finset.sum_le_sum fun i _ => ?_
      unfold core
      split_ifs <;> linarith
    linarith
  obtain ⟨a, ha⟩ := (l0.eventually_lt_const n0).exists
  obtain ⟨b, hb⟩ := (l1.eventually_const_lt n1).exists
  exact mem_range_of_exists_le_of_exists_ge hc ⟨a, ha.le⟩ ⟨b, hb.le⟩
```

In $k=\sum_i(f_i-c_i)$, terms below $\varepsilon$ are negative and the others are at most $e^{(\mu-\varepsilon)/T}$. In $d-k=\sum_i(\delta_i+c_i-f_i)$, with $\delta_i=1$ on the open level and $0$ elsewhere, terms above $\varepsilon$ are negative and the others are at most $e^{(\varepsilon-\mu)/T}$. Thus
$$k\le n\,e^{(\mu-\varepsilon)/T},\qquad d-k\le n\,e^{(\varepsilon-\mu)/T}.$$

```lean
/-- At fixed electron number and `T > 0`, the filling `k` is at most the number of levels times
`exp ((μ - ε) / T)`, and the degeneracy minus `k` is at most the number of levels times
`exp ((ε - μ) / T)`. -/
theorem chemicalPotential_bounds {μ T : ℝ} (hT : 0 < T)
    (hN : ∑ i, occ e μ T i = ∑ i, core e ε i + k) :
    k ≤ Fintype.card ι * Real.exp ((μ - ε) / T) ∧
    degeneracy e ε - k ≤ Fintype.card ι * Real.exp ((ε - μ) / T) := by
  constructor
  · have h : ∑ i, (occ e μ T i - core e ε i) ≤ ∑ _i : ι, Real.exp ((μ - ε) / T) := by
      refine Finset.sum_le_sum fun i _ => ?_
      obtain ⟨-, h1, h2, -⟩ := fermi_bounds ((e i - μ) / T)
      unfold occ core
      split_ifs with hi
      · linarith [Real.exp_pos ((μ - ε) / T)]
      · have h3 : -((e i - μ) / T) ≤ (μ - ε) / T := by
          rw [← neg_div, div_le_div_iff_of_pos_right hT]
          linarith
        linarith [Real.exp_le_exp.mpr h3]
    rw [Finset.sum_sub_distrib, hN, Finset.sum_const, Finset.card_univ, nsmul_eq_mul] at h
    linarith
  · have h : ∑ i, ((if e i = ε then 1 else 0) + core e ε i - occ e μ T i) ≤
        ∑ _i : ι, Real.exp ((ε - μ) / T) := by
      refine Finset.sum_le_sum fun i _ => ?_
      obtain ⟨h0, -, -, h2⟩ := fermi_bounds ((e i - μ) / T)
      have h3 : e i ≤ ε → Real.exp ((e i - μ) / T) ≤ Real.exp ((ε - μ) / T) := fun h => by
        rw [Real.exp_le_exp, div_le_div_iff_of_pos_right hT]
        linarith
      unfold occ core
      rcases lt_trichotomy (e i) ε with h | h | h
      · rw [if_neg h.ne, if_pos h]
        linarith [h3 h.le]
      · rw [if_pos h, if_neg (not_lt.mpr h.ge)]
        linarith [h3 h.le]
      · rw [if_neg h.ne', if_neg (not_lt.mpr h.le)]
        linarith [Real.exp_pos ((ε - μ) / T)]
    rw [Finset.sum_sub_distrib, Finset.sum_add_distrib, hN, Finset.sum_const,
      Finset.card_univ, nsmul_eq_mul] at h
    unfold degeneracy
    linarith
```

Inverting these gives $e^{(\varepsilon-\mu)/T}\le n/k$ and $e^{(\mu-\varepsilon)/T}\le n/(d-k)$. Write $\Delta_i=|e_i-\varepsilon|>0$ for the other levels. Below $\varepsilon$, $1-f_i\le e^{(\varepsilon-\mu)/T}e^{-\Delta_i/T}$; above it, $f_i\le e^{(\mu-\varepsilon)/T}e^{-\Delta_i/T}$. In both cases
$$|f_i-c_i|\le C e^{-\Delta_i/T},\qquad C=\frac nk+\frac n{d-k}.$$

```lean
/-- For a partly filled level at fixed electron number and `T > 0`, every other level is full or
empty up to an error exponentially small in its distance from the open level over `T`. -/
theorem occ_sub_core_le {μ T : ℝ} (hT : 0 < T) (hk : 0 < k) (hkd : k < degeneracy e ε)
    (hN : ∑ i, occ e μ T i = ∑ i, core e ε i + k) {i : ι} (hi : e i ≠ ε) :
    |occ e μ T i - core e ε i| ≤ (Fintype.card ι / k + Fintype.card ι / (degeneracy e ε - k)) *
      Real.exp (-|e i - ε| / T) := by
  obtain ⟨h1, h2⟩ := chemicalPotential_bounds hT hN
  have hd := sub_pos.mpr hkd
  have hm : Real.exp ((ε - μ) / T) * Real.exp ((μ - ε) / T) = 1 := by
    rw [← Real.exp_add, ← add_div]
    simp
  have hA : Real.exp ((ε - μ) / T) ≤ Fintype.card ι / k := by
    rw [le_div_iff₀ hk]
    have := mul_le_mul_of_nonneg_left h1 (Real.exp_pos ((ε - μ) / T)).le
    linear_combination this + (Fintype.card ι : ℝ) * hm
  have hB : Real.exp ((μ - ε) / T) ≤ Fintype.card ι / (degeneracy e ε - k) := by
    rw [le_div_iff₀ hd]
    have := mul_le_mul_of_nonneg_left h2 (Real.exp_pos ((μ - ε) / T)).le
    linear_combination this + (Fintype.card ι : ℝ) * hm
  have pA := (Real.exp_pos _).le.trans hA
  have pB := (Real.exp_pos _).le.trans hB
  obtain ⟨f0, f1, f2, f3⟩ := fermi_bounds ((e i - μ) / T)
  unfold occ core
  rcases lt_or_gt_of_ne hi with h | h
  · rw [if_pos h, abs_of_neg (sub_neg.mpr f1), abs_of_neg (sub_neg.mpr h)]
    have hs : Real.exp ((e i - μ) / T) =
        Real.exp ((ε - μ) / T) * Real.exp (-(-(e i - ε)) / T) := by
      rw [← Real.exp_add]
      congr 1
      ring
    rw [hs] at f3
    exact (by linarith : _ ≤ _).trans
      (mul_le_mul_of_nonneg_right (hA.trans (by linarith)) (Real.exp_pos _).le)
  · rw [if_neg (not_lt.mpr h.le), sub_zero, abs_of_pos f0, abs_of_pos (sub_pos.mpr h)]
    have hs : Real.exp (-((e i - μ) / T)) =
        Real.exp ((μ - ε) / T) * Real.exp (-(e i - ε) / T) := by
      rw [← Real.exp_add]
      congr 1
      ring
    rw [hs] at f2
    exact f2.trans (mul_le_mul_of_nonneg_right (hB.trans (by linarith)) (Real.exp_pos _).le)
```

Since $e^y\ge y^2/2$ for $y\ge0$, $|f_i-c_i|/T\le 2CT/\Delta_i^2\to0$. The squeeze lemma `squeeze_zero_norm'` takes this limit.

```lean
/-- For a partly filled level at fixed electron number, the occupation error of every other
level vanishes faster than `T`. -/
theorem occ_rate {μ : ℝ → ℝ} (hk : 0 < k) (hkd : k < degeneracy e ε)
    (hN : ∀ T > 0, ∑ i, occ e (μ T) T i = ∑ i, core e ε i + k) {i : ι} (hi : e i ≠ ε) :
    Tendsto (fun T => (occ e (μ T) T i - core e ε i) / T) (𝓝[>] 0) (𝓝 0) := by
  have hδ : 0 < |e i - ε| := abs_pos.mpr (sub_ne_zero.mpr hi)
  have hd := sub_pos.mpr hkd
  set C : ℝ := Fintype.card ι / k + Fintype.card ι / (degeneracy e ε - k) with hC
  have hC0 : 0 ≤ C := by rw [hC]; positivity
  have hlim : Tendsto (fun T : ℝ => C * (2 / |e i - ε| ^ 2) * T) (𝓝 0)
      (𝓝 (C * (2 / |e i - ε| ^ 2) * 0)) := tendsto_id.const_mul _
  rw [mul_zero] at hlim
  refine squeeze_zero_norm' ?_ (hlim.mono_left nhdsWithin_le_nhds)
  filter_upwards [self_mem_nhdsWithin] with T hT'
  have hT : 0 < T := hT'
  -- the exponential is beaten by a quadratic bound
  have hexp : Real.exp (-|e i - ε| / T) ≤ 2 / |e i - ε| ^ 2 * T ^ 2 := by
    have hy := div_pos hδ hT
    have hq := Real.quadratic_le_exp_of_nonneg hy.le
    have hs : 2 / |e i - ε| ^ 2 * T ^ 2 = ((|e i - ε| / T) ^ 2 / 2)⁻¹ := by
      rw [div_pow, inv_div, div_div_eq_mul_div]
      ring
    rw [hs, neg_div, Real.exp_neg]
    exact inv_anti₀ (by positivity) (by linarith)
  rw [Real.norm_eq_abs, abs_div, abs_of_pos hT, div_le_iff₀ hT]
  refine (occ_sub_core_le hT hk hkd (hN T hT) hi).trans ?_
  exact (mul_le_mul_of_nonneg_left hexp hC0).trans (le_of_eq (by ring))
```

All open members share one occupation $f_\varepsilon$, and number conservation reads
$$d f_\varepsilon+\sum_{e_j\ne\varepsilon}(f_j-c_j)=k.$$
The sum vanishes in the limit, so $f_\varepsilon\to p=k/d$.

```lean
/-- As `T → 0⁺` at fixed electron number, each member of a partly filled level tends to the
occupation `k / d`, and every other level to full or empty. -/
theorem occ_tendsto {μ : ℝ → ℝ} (hk : 0 < k) (hkd : k < degeneracy e ε)
    (hN : ∀ T > 0, ∑ i, occ e (μ T) T i = ∑ i, core e ε i + k) (i : ι) :
    Tendsto (fun T => occ e (μ T) T i) (𝓝[>] 0)
      (𝓝 (if e i = ε then k / degeneracy e ε else core e ε i)) := by
  have off : ∀ j, e j ≠ ε →
      Tendsto (fun T => occ e (μ T) T j - core e ε j) (𝓝[>] 0) (𝓝 0) := fun j hj => by
    have hid : Tendsto (fun T : ℝ => T) (𝓝[>] 0) (𝓝 0) := nhdsWithin_le_nhds
    have h := (occ_rate hk hkd hN hj).mul hid
    rw [mul_zero] at h
    refine h.congr' ?_
    filter_upwards [self_mem_nhdsWithin] with T hT
    exact div_mul_cancel₀ _ (ne_of_gt hT)
  by_cases hi : e i = ε
  · rw [if_pos hi]
    have hs := tendsto_finsetSum Finset.univ (fun j _ =>
      (show Tendsto (fun T => if e j = ε then (0 : ℝ) else occ e (μ T) T j - core e ε j)
          (𝓝[>] 0) (𝓝 0) by
        by_cases h : e j = ε
        · simp only [if_pos h]
          exact tendsto_const_nhds
        · simp only [if_neg h]
          exact off j h))
    rw [Finset.sum_const_zero] at hs
    have h2 := (hs.const_sub k).div_const (degeneracy e ε)
    rw [sub_zero] at h2
    refine h2.congr' ?_
    filter_upwards [self_mem_nhdsWithin] with T hT
    -- number conservation fixes the occupation of the open level
    have key : ∑ j, (occ e (μ T) T j - core e ε j) =
        ∑ j, (if e j = ε then (0 : ℝ) else occ e (μ T) T j - core e ε j) +
          occ e (μ T) T i * degeneracy e ε := by
      rw [degeneracy, Finset.mul_sum, ← Finset.sum_add_distrib]
      refine Finset.sum_congr rfl fun j _ => ?_
      by_cases h : e j = ε
      · simp [occ, core, h, hi]
      · simp [h]
    rw [Finset.sum_sub_distrib, hN T hT] at key
    rw [div_eq_iff (hk.trans hkd).ne']
    linarith
  · rw [if_neg hi]
    simpa using (off i hi).add_const (core e ε i)
```

## The two slopes

Dividing the energy difference by $T$ gives
$$\frac{E-E_0}{T}=\sum_i(e_i-\varepsilon)\frac{f_i-c_i}{T}\to0.$$
Because $s$ is continuous and $s(0)=s(1)=0$, $S\to-d\,s(p)$. Therefore
$$\frac{(E+F)/2-E_0}{T}=\frac{E-E_0}{T}-\frac S2\to\frac d2\,[p\ln p+(1-p)\ln(1-p)].$$

In the theorem, `𝓝[>] 0` means $T\to0^+$, `hk` and `hkd` say $0<k<d$, and `hN` fixes the electron number, and with it the chemical potential `μ T`, at every $T>0$. The levels do not respond to the occupations, so self-consistent relaxation and level splitting are absent.

```lean
/-- Let a `d`-fold level hold `k` electrons, `0 < k < d`, above full lower levels. At fixed
electron number `E(T)` has no error linear in `T`, while `(E + F) / 2` has the linear
coefficient `(d / 2) [p ln p + (1 - p) ln (1 - p)]` with `p = k / d`. -/
theorem smearing_extrapolation {μ : ℝ → ℝ} (hk : 0 < k) (hkd : k < degeneracy e ε)
    (hN : ∀ T > 0, ∑ i, occ e (μ T) T i = ∑ i, core e ε i + k) :
    Tendsto (fun T => (energy e (occ e (μ T) T) - groundEnergy e ε k) / T) (𝓝[>] 0) (𝓝 0) ∧
    Tendsto (fun T => ((energy e (occ e (μ T) T) + freeEnergy e T (occ e (μ T) T)) / 2
        - groundEnergy e ε k) / T) (𝓝[>] 0)
      (𝓝 (degeneracy e ε / 2 * (k / degeneracy e ε * Real.log (k / degeneracy e ε) +
        (1 - k / degeneracy e ε) * Real.log (1 - k / degeneracy e ε)))) := by
  have hE : Tendsto (fun T => (energy e (occ e (μ T) T) - groundEnergy e ε k) / T)
      (𝓝[>] 0) (𝓝 0) := by
    have h := tendsto_finsetSum Finset.univ (fun i _ =>
      (show Tendsto (fun T => (e i - ε) * ((occ e (μ T) T i - core e ε i) / T))
          (𝓝[>] 0) (𝓝 0) by
        by_cases hi : e i = ε
        · simp only [hi, sub_self, zero_mul]
          exact tendsto_const_nhds
        · simpa only [mul_zero] using (occ_rate hk hkd hN hi).const_mul (e i - ε)))
    rw [Finset.sum_const_zero] at h
    refine h.congr' ?_
    filter_upwards [self_mem_nhdsWithin] with T hT
    rw [energy_sub_ground (hN T hT), Finset.sum_div]
    exact Finset.sum_congr rfl fun i _ => by ring
  -- only the open level keeps entropy in the limit
  have hS : Tendsto (fun T => entropy (occ e (μ T) T)) (𝓝[>] 0)
      (𝓝 (-(degeneracy e ε * mixing (k / degeneracy e ε)))) := by
    have hc : Continuous mixing := Real.continuous_mul_log.add
      (Real.continuous_mul_log.comp (continuous_const.sub continuous_id))
    have hv : ∑ i, mixing (if e i = ε then k / degeneracy e ε else core e ε i) =
        degeneracy e ε * mixing (k / degeneracy e ε) := by
      conv_rhs => rw [degeneracy, Finset.sum_mul]
      refine Finset.sum_congr rfl fun i _ => ?_
      by_cases h : e i = ε
      · rw [if_pos h, if_pos h, one_mul, degeneracy]
      · rw [if_neg h, if_neg h, zero_mul]
        unfold core mixing
        split_ifs <;> simp
    rw [← hv]
    exact (tendsto_finsetSum Finset.univ fun i _ =>
      (hc.tendsto _).comp (occ_tendsto hk hkd hN i)).neg
  refine ⟨hE, ?_⟩
  have h := hE.sub (hS.div_const 2)
  have hv : 0 - -(degeneracy e ε * mixing (k / degeneracy e ε)) / 2 =
      degeneracy e ε / 2 * mixing (k / degeneracy e ε) := by ring
  rw [hv] at h
  refine h.congr' ?_
  filter_upwards [self_mem_nhdsWithin] with T hT
  have hT0 : T ≠ 0 := ne_of_gt hT
  unfold freeEnergy
  field_simp
  ring
```

Since $0<p<1$, both logarithms are negative, and so is the slope. The average therefore lies strictly below $E_0$ for all sufficiently small $T>0$, which is what `∀ᶠ` expresses; no explicit threshold is given. For smearing extrapolation in this fixed-level model, $E$ is the better low-temperature estimate.

```lean
/-- For a partly filled level at fixed electron number, `(E + F) / 2` lies strictly below the
zero-temperature energy at all sufficiently small `T > 0`. -/
theorem average_lt_ground {μ : ℝ → ℝ} (hk : 0 < k) (hkd : k < degeneracy e ε)
    (hN : ∀ T > 0, ∑ i, occ e (μ T) T i = ∑ i, core e ε i + k) :
    ∀ᶠ T in 𝓝[>] 0, (energy e (occ e (μ T) T) + freeEnergy e T (occ e (μ T) T)) / 2 <
      groundEnergy e ε k := by
  have hd := hk.trans hkd
  have p0 := div_pos hk hd
  have p1 := (div_lt_one hd).mpr hkd
  have hneg := mul_neg_of_pos_of_neg (half_pos hd)
    (add_neg (mul_neg_of_pos_of_neg p0 (Real.log_neg p0 p1))
      (mul_neg_of_pos_of_neg (sub_pos.mpr p1)
        (Real.log_neg (sub_pos.mpr p1) (by linarith))))
  filter_upwards [(smearing_extrapolation hk hkd hN).2.eventually_lt_const hneg,
    self_mem_nhdsWithin] with T h hT
  have := (div_lt_iff₀ hT).mp h
  linarith

end

end OpenShellSmearing
```

```lean
#print axioms OpenShellSmearing.groundEnergy_le
#print axioms OpenShellSmearing.exists_chemicalPotential
#print axioms OpenShellSmearing.smearing_extrapolation
#print axioms OpenShellSmearing.average_lt_ground
```

```
'OpenShellSmearing.groundEnergy_le' depends on axioms: [propext, Classical.choice, Quot.sound]
'OpenShellSmearing.exists_chemicalPotential' depends on axioms: [propext, Classical.choice, Quot.sound]
'OpenShellSmearing.smearing_extrapolation' depends on axioms: [propext, Classical.choice, Quot.sound]
'OpenShellSmearing.average_lt_ground' depends on axioms: [propext, Classical.choice, Quot.sound]
```
